# Right-nested commutators of the generators span the dynamical Lie algebra

## Operators as ring elements, and the choice of scalars

A statement about the algebra generated by some Hamiltonians must first fix where the operators live and which coefficients are allowed. Here the operators are elements of an associative ring A, so every product xy is defined and the commutator is

[x, y] = xy − yx.

Coefficients come in two versions: integers only, which makes sense in any ring, and a commutative ring R of scalars over which A is an algebra.

The physics decides R. A finite-level system with Hermitian Hamiltonians H_j and real control amplitudes u_j(t) has a propagator U(t) that obeys, with ħ = 1,

dU/dt = −Σ_j u_j(t) (iH_j) U.

For Hermitian H and K the operator i[H, K] is Hermitian, so [iH, iK] = i · (i[H, K]) is again i times a Hermitian operator. Real combinations keep this form and complex ones do not. The natural setting is therefore A the complex matrices, R = ℝ, and the set of generators S = {iH_j}. The dynamical Lie algebra 𝔤 is the smallest real subspace that contains S and is closed under commutators. For a finite-level controlled system, or a circuit of gates exp(−iθH_j) with real angles θ on finitely many qubits, the result below means that 𝔤 can be computed by commuting new elements with the generators only, never with each other.

## Nested commutators and the five statements

For a list s₁, …, s_m and a last element t, the right-nested commutator of depth m is

[s₁, [s₂, …, [s_m, t]]].

Depth counts brackets, so depth m involves m + 1 elements, and depth 0 is t itself. This is `nest l t`, with `l` the list. Let N be the set of all such commutators with entries in S (`rightNested S`) and N_k those of depth at most k (`nestedUpTo S k`). Let G be the set of finite sums and differences of elements of N (`nestedGroup S`), L the R-span of N, and L_k the R-span of N_k. The algebra 𝔤 is `dla R S`, defined as the intersection of all R-submodules that contain S and are closed under `bracket`. For R a field, submodule means subspace.

1. `nestedGroup_bracket_mem`: for any ring A and any subset S, if x and y lie in G, then [x, y] lies in G.
2. `span_bracket_mem`: the same holds for L.
3. `dla_eq_span`: 𝔤 = L.
4. `dla_le_of_generator_invariant`: if a submodule V contains S (hypothesis `hS`) and [s, y] ∈ V for all s ∈ S and y ∈ V (hypothesis `hV`), then 𝔤 ⊆ V.
5. `dla_eq_span_of_stable`: if L_{k+1} ⊆ L_k (hypothesis `hk`), then 𝔤 = L_k.

The set S may be infinite or empty, and no dimension is assumed finite. Hermiticity and the factor i do not occur in the statements; they enter only through the choice of S and R. Unbounded operators whose products raise domain questions are covered only if they are placed in a ring where all products exist. The hypothesis `hk` is assumed: no theorem of the file says that such a depth exists or bounds it. For complex matrices of finite size and R = ℝ it always exists, because the L_k form an increasing chain of subspaces of a finite-dimensional space. The statements concern the algebra alone and say nothing about exponentials, reachable unitaries or controllability.

## Lowering the left entry with the Jacobi identity

Associativity allows triple products to be written without parentheses. For a, b, y in A,

[[a, b], y] = aby − bay − yab + yba,

[a, [b, y]] = aby − ayb − bya + yba,

[b, [a, y]] = bay − bya − ayb + yab.

In the difference of the last two lines the terms ayb and bya cancel, which leaves the first line:

[[a, b], y] = [a, [b, y]] − [b, [a, y]].

Closure of G follows in three steps.

First, a generator s preserves G. If y ∈ N, then [s, y] is nested with one more bracket, so it lies in N. Since [s, u + v] = [s, u] + [s, v], [s, −u] = −[s, u] and [s, 0] = 0, the same holds for every y ∈ G.

Second, every x ∈ N preserves G, by induction on its depth. At depth 0, x is a generator. Otherwise x = [s, b] with s ∈ S and b of one depth less, and for y ∈ G

[x, y] = [s, [b, y]] − [b, [s, y]].

In the first term [b, y] ∈ G by the induction hypothesis, and s preserves G. In the second, [s, y] ∈ G, and the induction hypothesis is applied to this new element. The hypothesis must therefore hold for all y ∈ G at once.

Third, [·, y] is additive in its first entry, so x may be any element of G.

## From the group to the algebra and the stopping rule

Write x = Σ_p c_p a_p and y = Σ_q d_q b_q as finite sums with c_p, d_q ∈ R and a_p, b_q ∈ N. Scalars pass through products, so

[x, y] = Σ_p Σ_q c_p d_q [a_p, b_q].

Each [a_p, b_q] lies in G, and G ⊆ L, so L is closed under commutators. It contains S at depth 0, so it is one of the subspaces intersected and 𝔤 ⊆ L.

Conversely, let V contain S and be preserved by each generator. Then t ∈ V, next [s_m, t] ∈ V, and so on outwards, so N ⊆ V and L ⊆ V. Every V in the intersection has these properties, so L ⊆ 𝔤, and 𝔤 = L. The same argument now gives statement 4.

For the stopping rule take V = L_k. It contains S. For y ∈ N_k and s ∈ S the commutator [s, y] lies in N_{k+1}, hence in L_{k+1} ⊆ L_k, and linearity extends this to y ∈ L_k. Thus 𝔤 ⊆ L_k, while L_k ⊆ L = 𝔤.

## One generator, and one qubit

The examples that follow are illustrations by direct arithmetic and are not theorems of the file.

For S = {s} the innermost bracket [s, s] vanishes, so every nested commutator of positive depth is zero. The stopping rule applies at k = 0 and 𝔤 consists of the multiples of s. The same happens for mutually commuting generators, where 𝔤 is the span of S.

With Pauli matrices X, Y, Z, R = ℝ and S = {iX, iZ},

[iX, iZ] = 2iY, [iX, iY] = −2iZ, [iZ, iY] = 2iX.

So L₀ has dimension 2, L₁ is the span of iX, iY, iZ, and L₂ = L₁, giving 𝔤 = su(2). The group G consists of the integer combinations of iX, iZ and 2iY and does not contain iY.

The same system shows what the hypotheses do. Without `hk`, statement 5 at k = 0 would equate su(2) with the plane L₀, which misses iY. That plane also contains S but violates `hV`, and it does not contain 𝔤. Without `hS`, the subspace V = {0} is preserved by every generator and contains neither of them.

## The Lean file

```lean
import Mathlib

open Submodule

namespace RightNestedCommutators

section AnyRing

variable {A : Type*} [Ring A]

/-- The commutator `[x, y] = x y - y x`. -/
def bracket (x y : A) : A := x * y - y * x

/-- The right-nested commutator `[s₁, [s₂, ..., [sₘ, t]]]` of a list `s₁, ..., sₘ` and a last
element `t`; for the empty list it is `t`. -/
def nest : List A → A → A
  | [], t => t
  | s :: l, t => bracket s (nest l t)

/-- All right-nested commutators of elements of `S`, the elements of `S` themselves included. -/
def rightNested (S : Set A) : Set A :=
  {x | ∃ (l : List A) (t : A), (∀ s ∈ l, s ∈ S) ∧ t ∈ S ∧ x = nest l t}

/-- The right-nested commutators of elements of `S` with at most `k` brackets. -/
def nestedUpTo (S : Set A) (k : ℕ) : Set A :=
  {x | ∃ (l : List A) (t : A), l.length ≤ k ∧ (∀ s ∈ l, s ∈ S) ∧ t ∈ S ∧ x = nest l t}

/-- The additive subgroup spanned by the right-nested commutators of elements of `S`. -/
def nestedGroup (S : Set A) : AddSubgroup A := AddSubgroup.closure (rightNested S)

/-- Jacobi identity: `[[a, b], y] = [a, [b, y]] - [b, [a, y]]`. -/
theorem jacobi (a b y : A) :
    bracket (bracket a b) y = bracket a (bracket b y) - bracket b (bracket a y) := by
  simp only [bracket]
  noncomm_ring

/-- The commutator with a generator `s ∈ S` maps the group spanned by the right-nested
commutators into itself. -/
theorem generator_bracket_mem {S : Set A} {s y : A} (hs : s ∈ S) (hy : y ∈ nestedGroup S) :
    bracket s y ∈ nestedGroup S := by
  refine AddSubgroup.closure_induction (p := fun y _ => bracket s y ∈ nestedGroup S)
    ?_ ?_ ?_ ?_ hy
  · -- one more bracket on the left is again right-nested
    rintro _ ⟨l, t, hl, ht, rfl⟩
    exact AddSubgroup.subset_closure ⟨s :: l, t, List.forall_mem_cons.2 ⟨hs, hl⟩, ht, rfl⟩
  · have h : bracket s (0 : A) = 0 := by simp [bracket]
    simp only [h]
    exact zero_mem _
  · intro u v _ _ hu hv
    have h : bracket s (u + v) = bracket s u + bracket s v := by
      simp only [bracket]; noncomm_ring
    simp only [h]
    exact add_mem hu hv
  · intro u _ hu
    have h : bracket s (-u) = -bracket s u := by
      simp only [bracket]; noncomm_ring
    simp only [h]
    exact neg_mem hu

/-- The commutator with any right-nested commutator of generators maps the group spanned by the
right-nested commutators into itself. -/
theorem nest_bracket_mem {S : Set A} {t : A} (ht : t ∈ S) (l : List A) :
    (∀ s ∈ l, s ∈ S) → ∀ y ∈ nestedGroup S, bracket (nest l t) y ∈ nestedGroup S := by
  induction l with
  | nil => exact fun _ y hy => generator_bracket_mem ht hy
  | cons s l ih =>
    intro hl y hy
    obtain ⟨hs, hl'⟩ := List.forall_mem_cons.1 hl
    -- Jacobi lowers the depth of the left entry by one
    have h : bracket (nest (s :: l) t) y
        = bracket s (bracket (nest l t) y) - bracket (nest l t) (bracket s y) :=
      jacobi s (nest l t) y
    rw [h]
    exact sub_mem (generator_bracket_mem hs (ih hl' y hy))
      (ih hl' _ (generator_bracket_mem hs hy))

/-- For any subset `S` of any ring, the additive subgroup spanned by the right-nested
commutators of elements of `S` is closed under commutators. -/
theorem nestedGroup_bracket_mem (S : Set A) {x y : A} (hx : x ∈ nestedGroup S)
    (hy : y ∈ nestedGroup S) : bracket x y ∈ nestedGroup S := by
  refine AddSubgroup.closure_induction (p := fun x _ => bracket x y ∈ nestedGroup S)
    ?_ ?_ ?_ ?_ hx
  · rintro _ ⟨l, t, hl, ht, rfl⟩
    exact nest_bracket_mem ht l hl y hy
  · have h : bracket (0 : A) y = 0 := by simp [bracket]
    simp only [h]
    exact zero_mem _
  · intro u v _ _ hu hv
    have h : bracket (u + v) y = bracket u y + bracket v y := by
      simp only [bracket]; noncomm_ring
    simp only [h]
    exact add_mem hu hv
  · intro u _ hu
    have h : bracket (-u) y = -bracket u y := by
      simp only [bracket]; noncomm_ring
    simp only [h]
    exact neg_mem hu

/-- A set that contains `S` and is preserved by the commutator with each `s ∈ S` contains every
right-nested commutator of elements of `S`. -/
theorem rightNested_subset {S V : Set A} (hS : S ⊆ V)
    (hV : ∀ s ∈ S, ∀ y ∈ V, bracket s y ∈ V) : rightNested S ⊆ V := by
  rintro _ ⟨l, t, hl, ht, rfl⟩
  have key : ∀ l : List A, (∀ s ∈ l, s ∈ S) → nest l t ∈ V := by
    intro l
    induction l with
    | nil => exact fun _ => hS ht
    | cons s l ih =>
      intro h
      obtain ⟨hs, h'⟩ := List.forall_mem_cons.1 h
      exact hV s hs _ (ih h')
  exact key l hl

end AnyRing

section Algebra

variable (R : Type*) {A : Type*} [CommRing R] [Ring A] [Algebra R A]

/-- The dynamical Lie algebra of the generators `S`: the intersection of all `R`-subspaces that
contain `S` and are closed under commutators. -/
def dla (S : Set A) : Submodule R A :=
  sInf {V : Submodule R A | S ⊆ V ∧ ∀ x ∈ V, ∀ y ∈ V, bracket x y ∈ V}

/-- The linear span of the right-nested commutators of elements of `S` is closed under
commutators. -/
theorem span_bracket_mem (S : Set A) {x y : A} (hx : x ∈ span R (rightNested S))
    (hy : y ∈ span R (rightNested S)) : bracket x y ∈ span R (rightNested S) := by
  have hle : nestedGroup S ≤ (span R (rightNested S)).toAddSubgroup :=
    (AddSubgroup.closure_le _).2 subset_span
  -- extend bilinearly from pairs of nested commutators
  refine span_induction (p := fun x _ => bracket x y ∈ span R (rightNested S)) ?_ ?_ ?_ ?_ hx
  · intro a ha
    refine span_induction (p := fun y _ => bracket a y ∈ span R (rightNested S))
      ?_ ?_ ?_ ?_ hy
    · intro b hb
      exact hle (nestedGroup_bracket_mem S (AddSubgroup.subset_closure ha)
        (AddSubgroup.subset_closure hb))
    · simp [bracket]
    · intro u v _ _ hu hv
      have h : bracket a (u + v) = bracket a u + bracket a v := by
        simp only [bracket]; noncomm_ring
      simp only [h]
      exact add_mem hu hv
    · intro c u _ hu
      have h : bracket a (c • u) = c • bracket a u := by
        simp only [bracket, mul_smul_comm, smul_mul_assoc, smul_sub]
      simp only [h]
      exact smul_mem _ c hu
  · simp [bracket]
  · intro u v _ _ hu hv
    have h : bracket (u + v) y = bracket u y + bracket v y := by
      simp only [bracket]; noncomm_ring
    simp only [h]
    exact add_mem hu hv
  · intro c u _ hu
    have h : bracket (c • u) y = c • bracket u y := by
      simp only [bracket, mul_smul_comm, smul_mul_assoc, smul_sub]
    simp only [h]
    exact smul_mem _ c hu

/-- The dynamical Lie algebra of `S` is the linear span of the right-nested commutators of
elements of `S`. -/
theorem dla_eq_span (S : Set A) : dla R S = span R (rightNested S) := by
  apply le_antisymm
  · refine sInf_le ⟨?_, fun x hx y hy => span_bracket_mem R S hx hy⟩
    intro s hs
    exact subset_span ⟨[], s, by simp, hs, rfl⟩
  · refine le_sInf ?_
    rintro V ⟨hS, hV⟩
    exact span_le.2 (rightNested_subset hS fun s hs y hy => hV s (hS hs) y hy)

/-- A subspace that contains the generators and is preserved by the commutator with each
generator contains the whole dynamical Lie algebra. -/
theorem dla_le_of_generator_invariant {S : Set A} {V : Submodule R A} (hS : S ⊆ V)
    (hV : ∀ s ∈ S, ∀ y ∈ V, bracket s y ∈ V) : dla R S ≤ V := by
  rw [dla_eq_span]
  exact span_le.2 (rightNested_subset hS hV)

/-- Stopping rule: if nesting to depth `k + 1` adds nothing to the span of depth `k`, then the
span of depth `k` is the dynamical Lie algebra. -/
theorem dla_eq_span_of_stable {S : Set A} {k : ℕ}
    (hk : span R (nestedUpTo S (k + 1)) ≤ span R (nestedUpTo S k)) :
    dla R S = span R (nestedUpTo S k) := by
  apply le_antisymm
  · refine dla_le_of_generator_invariant R ?_ ?_
    · intro s hs
      exact subset_span ⟨[], s, by simp, by simp, hs, rfl⟩
    · intro s hs y hy
      refine span_induction (p := fun y _ => bracket s y ∈ span R (nestedUpTo S k))
        ?_ ?_ ?_ ?_ hy
      · -- a bracket with a generator raises the depth by one
        rintro _ ⟨l, t, hlen, hl, ht, rfl⟩
        exact hk (subset_span ⟨s :: l, t, Nat.succ_le_succ hlen,
          List.forall_mem_cons.2 ⟨hs, hl⟩, ht, rfl⟩)
      · simp [bracket]
      · intro u v _ _ hu hv
        have h : bracket s (u + v) = bracket s u + bracket s v := by
          simp only [bracket]; noncomm_ring
        simp only [h]
        exact add_mem hu hv
      · intro c u _ hu
        have h : bracket s (c • u) = c • bracket s u := by
          simp only [bracket, mul_smul_comm, smul_mul_assoc, smul_sub]
        simp only [h]
        exact smul_mem _ c hu
  · rw [dla_eq_span]
    refine span_mono ?_
    rintro _ ⟨l, t, _, hl, ht, rfl⟩
    exact ⟨l, t, hl, ht, rfl⟩

end Algebra

end RightNestedCommutators
```

```lean
#print axioms RightNestedCommutators.dla_eq_span
#print axioms RightNestedCommutators.dla_eq_span_of_stable
```

```
'RightNestedCommutators.dla_eq_span' depends on axioms: [propext, Classical.choice, Quot.sound]
'RightNestedCommutators.dla_eq_span_of_stable' depends on axioms: [propext, Classical.choice, Quot.sound]
```

## How the tactics follow the derivation

`jacobi` unfolds `bracket`, and `noncomm_ring` carries out the expansion into triple products.

`generator_bracket_mem` is the first step. `AddSubgroup.closure_induction` splits membership in G into four cases: an element of N, zero, a sum and a negative. In the first case the witness is the longer list `s :: l` with the same last element. The other three rewrite with additivity in the second entry.

`nest_bracket_mem` is the induction on depth. Its conclusion is stated as `∀ y ∈ nestedGroup S` after the list is introduced, so that `ih` remains general in y. It is used twice in the final `exact` step: as `ih hl' y hy` for [b, y], and once more with `generator_bracket_mem hs hy` supplying [s, y] ∈ G. The two terms are joined by `sub_mem`. `nestedGroup_bracket_mem` repeats the four-case split in the first entry, with `nest_bracket_mem` as the base case.

`rightNested_subset` is the outward argument for an arbitrary set V, by induction on the list, and needs no additive structure on V.

`span_bracket_mem` replaces the double sum by two nested uses of `span_induction`, the outer on x and the inner on y. The innermost case is [a_p, b_q] ∈ G, carried into L by `hle`. The scalar cases use `mul_smul_comm` and `smul_mul_assoc`, which is where the algebra structure of A over R enters.

`dla_eq_span` proves two inclusions. `sInf_le` exhibits L as a member of the intersected family, using the empty list for S ⊆ L, and `le_sInf` places L in every member through `rightNested_subset`. That 𝔤 itself is closed under commutators is then `span_bracket_mem` read through this equality. `dla_le_of_generator_invariant` rewrites 𝔤 as L and applies `rightNested_subset` again.

`dla_eq_span_of_stable` applies that theorem to L_k. The bound `Nat.succ_le_succ hlen` places `s :: l` at depth at most k + 1, and `hk` brings the result back to L_k. The reverse inclusion is `span_mono` after the depth bound is discarded.
